# A nonzero idempotent density matrix stays idempotent under coordinate scaling only with the prefactor l^d

A Slater determinant of spinless fermions in orthonormal orbitals has a one-particle density matrix γ(x, y) that, normalised to the particle number, projects onto the occupied orbitals, so γ is idempotent. Scaling arguments compress or stretch such a state by replacing x with lx, and the density matrix then needs a prefactor l^c. Which exponents c leave it a projector?

Let γ be a nonzero complex kernel on d-dimensional space with

∫ γ(x, y) γ(y, z) dy = γ(x, z),

where the integral converges for all x and z. For l > 0, l ≠ 1 and real c, define

γ'(x, y) = l^c γ(lx, ly).

Then γ' is idempotent if and only if c = d.

## Counting powers of l

Insert γ' into the product and substitute u = ly, so that dy = l^(−d) du:

∫ γ'(x, y) γ'(y, z) dy = l^(2c) ∫ γ(lx, ly) γ(ly, lz) dy
= l^(2c−d) ∫ γ(lx, u) γ(u, lz) du
= l^(2c−d) γ(lx, lz)
= l^(c−d) γ'(x, z).

If γ' is idempotent, the left side is also γ'(x, z). Choose a and b with γ(a, b) ≠ 0 and set x = a/l, z = b/l. Then γ'(x, z) = l^c γ(a, b) ≠ 0, and dividing by it gives l^(c−d) = 1. Taking logarithms, (c − d) ln l = 0, and ln l ≠ 0 because l ≠ 1, so c = d. Conversely, c = d makes the factor one, and the substitution preserves convergence.

The same substitution on the diagonal gives

∫ γ'(x, x) dx = l^(c−d) ∫ γ(x, x) dx.

When the particle number ∫ γ(x, x) dx is finite and nonzero, preserving it is therefore the same condition as preserving idempotency.

The idempotency of γ itself matters. Take γ = 2P with P nonzero and idempotent, and l = 2. The scaled kernel is 2^(c+1) P(2x, 2y), which is idempotent exactly when c = d − 1.

## Kernels, products and scaling in Lean

```lean
import Mathlib

open MeasureTheory

namespace DensityMatrixScaling

noncomputable section
```

Positions are vectors in Euclidean space, and a kernel is any complex function of two positions. Spin is absent, and Hermiticity is not assumed.

```lean
/-- Position space of dimension `d`. -/
abbrev Space (d : ℕ) := EuclideanSpace ℝ (Fin d)

/-- A complex kernel `γ(x, y)` on position space. -/
abbrev Kernel (d : ℕ) := Space d → Space d → ℂ
```

The operator product integrates over the intermediate point.

```lean
variable {d : ℕ} {l : ℝ}

/-- The operator product of two kernels, `∫ γ(x, y) η(y, z) dy`. -/
def compose (γ η : Kernel d) : Kernel d := fun x z => ∫ y, γ x y * η y z
```

Idempotency is required at every pair of points, not merely almost everywhere, and includes convergence of the integral.

```lean
/-- A kernel is idempotent when the integral for its square converges and returns the kernel. -/
def IsIdempotent (γ : Kernel d) : Prop :=
  ∀ x z, Integrable (fun y => γ x y * γ y z) ∧ compose γ γ x z = γ x z
```

The prefactor is a real power, regarded as a complex number.

```lean
/-- The coordinate-scaled kernel `l^c γ(l x, l y)`. -/
def scale (l c : ℝ) (γ : Kernel d) : Kernel d :=
  fun x y => ((l ^ c : ℝ) : ℂ) * γ (l • x) (l • y)

/-- The particle number, the integral of the diagonal `γ(x, x)`. -/
def particleNumber (γ : Kernel d) : ℂ := ∫ x, γ x x
```

## The factor l^(c−d)

All the scaling theorems below assume l > 0. The change of variables comes from Mathlib's formula for integrals under scalar multiplication; the rest of the proof rewrites its factor as l^(−d).

```lean
/-- Dilating the integration variable by `l` multiplies an integral by `l^(-d)`. -/
theorem integral_dilate (hl : 0 < l) (f : Space d → ℂ) :
    ∫ y, f (l • y) = ((l ^ (-(d : ℝ)) : ℝ) : ℂ) * ∫ y, f y := by
  rw [Measure.integral_comp_smul volume f l, finrank_euclideanSpace_fin,
    abs_of_pos (by positivity), Real.rpow_neg hl.le, Real.rpow_natCast, Complex.real_smul]
```

For the product of two kernels, `h` collects the two prefactors, `h2` performs the substitution and `hp` splits l^(c−d) into l^c l^(−d).

```lean
/-- The product of two scaled kernels is `l^(c-d)` times the scaled product. -/
theorem compose_scale (hl : 0 < l) (c : ℝ) (γ η : Kernel d) (x z : Space d) :
    compose (scale l c γ) (scale l c η) x z =
      ((l ^ (c - d) : ℝ) : ℂ) * scale l c (compose γ η) x z := by
  have h : (fun y => scale l c γ x y * scale l c η y z) = fun y =>
      (((l ^ c : ℝ) : ℂ) * ((l ^ c : ℝ) : ℂ)) * (γ (l • x) (l • y) * η (l • y) (l • z)) := by
    funext y
    simp only [scale]
    ring
  have h2 : ∫ y, γ (l • x) (l • y) * η (l • y) (l • z) =
      ((l ^ (-(d : ℝ)) : ℝ) : ℂ) * ∫ y, γ (l • x) y * η y (l • z) :=
    integral_dilate hl (fun y => γ (l • x) y * η y (l • z))
  have hp : l ^ (c - d) = l ^ c * l ^ (-(d : ℝ)) := by
    rw [sub_eq_add_neg, Real.rpow_add hl]
  simp only [compose, h]
  rw [integral_const_mul, h2, hp, Complex.ofReal_mul]
  simp only [scale, compose]
  ring
```

The particle number follows in the same way.

```lean
/-- The particle number of the scaled kernel is `l^(c-d)` times the original one. -/
theorem particleNumber_scale (hl : 0 < l) (c : ℝ) (γ : Kernel d) :
    particleNumber (scale l c γ) = ((l ^ (c - d) : ℝ) : ℂ) * particleNumber γ := by
  have h2 : ∫ y, γ (l • y) (l • y) = ((l ^ (-(d : ℝ)) : ℝ) : ℂ) * ∫ y, γ y y :=
    integral_dilate hl (fun y => γ y y)
  have hp : l ^ (c - d) = l ^ c * l ^ (-(d : ℝ)) := by
    rw [sub_eq_add_neg, Real.rpow_add hl]
  simp only [particleNumber, scale]
  rw [integral_const_mul, h2, hp, Complex.ofReal_mul]
  ring
```

## From the factor to the exponent

The forward direction below evaluates at `l⁻¹ • x` and `l⁻¹ • z`, where the scaled kernel is nonzero, and cancels it. The reverse direction obtains convergence from `comp_smul` and the value from `compose_scale`.

```lean
/-- A nonzero idempotent kernel stays idempotent under scaling iff the factor `l^(c-d)` is one. -/
theorem scale_idempotent_iff_factor {γ : Kernel d} (hγ : IsIdempotent γ) (h0 : γ ≠ 0)
    (hl : 0 < l) (c : ℝ) : IsIdempotent (scale l c γ) ↔ l ^ (c - d) = 1 := by
  have hsq : compose γ γ = γ := by
    funext x z
    exact (hγ x z).2
  constructor
  · intro h
    -- evaluate at a point where the scaled kernel does not vanish
    obtain ⟨x, hx⟩ := Function.ne_iff.mp h0
    obtain ⟨z, hz⟩ := Function.ne_iff.mp hx
    have hz' : γ x z ≠ 0 := hz
    have hs : scale l c γ (l⁻¹ • x) (l⁻¹ • z) ≠ 0 := by
      simp only [scale, smul_inv_smul₀ hl.ne']
      exact mul_ne_zero (Complex.ofReal_ne_zero.mpr (Real.rpow_pos_of_pos hl c).ne') hz'
    have h2 := (h (l⁻¹ • x) (l⁻¹ • z)).2
    rw [compose_scale hl, hsq] at h2
    exact Complex.ofReal_eq_one.mp (mul_right_cancel₀ hs (h2.trans (one_mul _).symm))
  · intro h x z
    constructor
    · -- convergence survives the dilation
      have hi := ((hγ (l • x) (l • z)).1.comp_smul hl.ne').const_mul
        (((l ^ c : ℝ) : ℂ) * ((l ^ c : ℝ) : ℂ))
      convert hi using 1
      funext y
      simp only [scale]
      ring
    · rw [compose_scale hl, hsq, h, Complex.ofReal_one, one_mul]
```

The main theorem adds l ≠ 1 and takes the logarithm. It needs neither continuity nor compact support, and it includes d = 0.

```lean
/-- For a nonzero idempotent kernel and positive `l ≠ 1`, the scaled kernel `l^c γ(l x, l y)`
is idempotent iff `c` equals the dimension of space. -/
theorem scale_idempotent_iff {γ : Kernel d} (hγ : IsIdempotent γ) (h0 : γ ≠ 0)
    (hl : 0 < l) (h1 : l ≠ 1) (c : ℝ) : IsIdempotent (scale l c γ) ↔ c = d := by
  rw [scale_idempotent_iff_factor hγ h0 hl]
  constructor
  · intro h
    have hlog := congrArg Real.log h
    rw [Real.log_rpow hl, Real.log_one] at hlog
    rcases mul_eq_zero.mp hlog with h2 | h2
    · linarith
    · exact absurd h2 (Real.log_ne_zero_of_pos_of_ne_one hl h1)
  · intro h
    rw [h, sub_self, Real.rpow_zero]
```

In the particle-number criterion, l = 1 is allowed. Lean gives a divergent integral the value zero, so the hypothesis `hN` also ensures that the diagonal is integrable.

```lean
/-- For an idempotent kernel with nonzero particle number, scaling preserves idempotency
iff it preserves the particle number. -/
theorem scale_idempotent_iff_particleNumber {γ : Kernel d} (hγ : IsIdempotent γ)
    (hN : particleNumber γ ≠ 0) (hl : 0 < l) (c : ℝ) :
    IsIdempotent (scale l c γ) ↔ particleNumber (scale l c γ) = particleNumber γ := by
  have h0 : γ ≠ 0 := by
    rintro rfl
    exact hN (by simp [particleNumber])
  rw [scale_idempotent_iff_factor hγ h0 hl, particleNumber_scale hl]
  constructor
  · intro h
    rw [h, Complex.ofReal_one, one_mul]
  · intro h
    exact Complex.ofReal_eq_one.mp (mul_right_cancel₀ hN (h.trans (one_mul _).symm))
```

## Continuous kernels with compact support

For these kernels the integral equation alone is equivalent to idempotency. With x and z fixed, the integrand is continuous in y and vanishes outside a compact set, the projection of the kernel's support, so it is integrable.

```lean
/-- A continuous compactly supported kernel is idempotent iff it satisfies
`∫ γ(x, y) γ(y, z) dy = γ(x, z)`. -/
theorem isIdempotent_iff_of_compactSupport {γ : Kernel d}
    (hc : Continuous (Function.uncurry γ)) (hs : HasCompactSupport (Function.uncurry γ)) :
    IsIdempotent γ ↔ ∀ x z, ∫ y, γ x y * γ y z = γ x z := by
  refine ⟨fun h x z => (h x z).2, fun h x z => ⟨?_, h x z⟩⟩
  have c1 : Continuous (fun y => γ x y) := hc.comp (continuous_const.prodMk continuous_id)
  have c2 : Continuous (fun y => γ y z) := hc.comp (continuous_id.prodMk continuous_const)
  refine (c1.mul c2).integrable_of_hasCompactSupport ?_
  -- the support in `y` lies in the projection of the support of the kernel
  refine HasCompactSupport.intro (hs.isCompact.image continuous_snd) (fun y hy => ?_)
  have h0 : γ x y = 0 := by
    by_contra hne
    exact hy ⟨(x, y), subset_tsupport _ hne, rfl⟩
  simp [h0]
```

## A one-particle example in every dimension

Let t(x) = max(0, 1 − |x|) and S = ∫ t(x)² dx. The normalised orbital is t/√S, and its density matrix is t(x) t(y)/S.

```lean
/-- The tent orbital `max(0, 1 - |x|)`. -/
def tent (x : Space d) : ℝ := max 0 (1 - ‖x‖)

/-- The squared norm of the tent orbital. -/
def tentNorm (d : ℕ) : ℝ := ∫ x : Space d, tent x * tent x

/-- The density matrix of one particle in the normalised tent orbital. -/
def tentKernel (d : ℕ) : Kernel d := fun x y => ((tent x * tent y / tentNorm d : ℝ) : ℂ)
```

The proof first shows S > 0, since t² is continuous, non-negative, zero outside the unit ball and equal to one at the origin. The step `hint` evaluates integrals of multiples of t². It gives particle number S/S = 1, which also shows that the kernel is nonzero, and it gives the product

t(x) t(z) S/S² = t(x) t(z)/S,

which is idempotency, since the kernel is continuous with compact support and the integral therefore converges.

```lean
/-- In every dimension the tent density matrix is continuous, compactly supported, nonzero
and idempotent, with particle number one. -/
theorem tentKernel_witness (d : ℕ) :
    Continuous (Function.uncurry (tentKernel d)) ∧
    HasCompactSupport (Function.uncurry (tentKernel d)) ∧
    tentKernel d ≠ 0 ∧ IsIdempotent (tentKernel d) ∧ particleNumber (tentKernel d) = 1 := by
  have ct : Continuous (tent : Space d → ℝ) :=
    continuous_const.max (continuous_const.sub continuous_norm)
  have t0 : ∀ x : Space d, x ∉ Metric.closedBall (0 : Space d) 1 → tent x = 0 := by
    intro x hx
    rw [mem_closedBall_zero_iff, not_le] at hx
    exact max_eq_left (by linarith)
  have hN : 0 < tentNorm d := by
    refine Continuous.integral_pos_of_hasCompactSupport_nonneg_nonzero (x := (0 : Space d))
      (ct.mul ct) ?_ (fun x => mul_self_nonneg (tent x)) (by simp [tent])
    exact HasCompactSupport.intro (isCompact_closedBall (0 : Space d) 1)
      (fun x hx => by simp [t0 x hx])
  have hc : Continuous (Function.uncurry (tentKernel d)) :=
    Complex.continuous_ofReal.comp
      (((ct.comp continuous_fst).mul (ct.comp continuous_snd)).div_const (tentNorm d))
  have hs : HasCompactSupport (Function.uncurry (tentKernel d)) := by
    refine HasCompactSupport.intro ((isCompact_closedBall (0 : Space d) 1).prod
      (isCompact_closedBall (0 : Space d) 1)) ?_
    rintro ⟨x, y⟩ hp
    by_cases hx : x ∈ Metric.closedBall (0 : Space d) 1
    · have hy : y ∉ Metric.closedBall (0 : Space d) 1 := fun hy => hp ⟨hx, hy⟩
      simp [Function.uncurry, tentKernel, t0 y hy]
    · simp [Function.uncurry, tentKernel, t0 x hx]
  -- a multiple of the squared orbital integrates to that multiple of its norm
  have hint : ∀ a : ℝ, ∫ y : Space d, (a : ℂ) * ((tent y * tent y : ℝ) : ℂ) =
      ((a * tentNorm d : ℝ) : ℂ) := by
    intro a
    rw [integral_const_mul, integral_complex_ofReal, Complex.ofReal_mul]
    rfl
  have htr : particleNumber (tentKernel d) = 1 := by
    have h : (fun x => tentKernel d x x) = fun x =>
        (((tentNorm d)⁻¹ : ℝ) : ℂ) * ((tent x * tent x : ℝ) : ℂ) := by
      funext x
      simp only [tentKernel]
      push_cast
      ring
    simp only [particleNumber, h]
    rw [hint, inv_mul_cancel₀ hN.ne', Complex.ofReal_one]
  refine ⟨hc, hs, ?_, (isIdempotent_iff_of_compactSupport hc hs).mpr ?_, htr⟩
  · intro h
    rw [h] at htr
    simp [particleNumber] at htr
  · intro x z
    have h : (fun y => tentKernel d x y * tentKernel d y z) = fun y =>
        ((tent x * tent z / tentNorm d ^ 2 : ℝ) : ℂ) * ((tent y * tent y : ℝ) : ℂ) := by
      funext y
      simp only [tentKernel]
      push_cast
      ring
    rw [h, hint]
    have hN' := hN.ne'
    have e : tent x * tent z / tentNorm d ^ 2 * tentNorm d = tent x * tent z / tentNorm d := by
      field_simp
    rw [e]
    rfl

end

end DensityMatrixScaling
```

```lean
#print axioms DensityMatrixScaling.scale_idempotent_iff_factor
#print axioms DensityMatrixScaling.scale_idempotent_iff
#print axioms DensityMatrixScaling.scale_idempotent_iff_particleNumber
```

```
'DensityMatrixScaling.scale_idempotent_iff_factor' depends on axioms: [propext, Classical.choice, Quot.sound]
'DensityMatrixScaling.scale_idempotent_iff' depends on axioms: [propext, Classical.choice, Quot.sound]
'DensityMatrixScaling.scale_idempotent_iff_particleNumber' depends on axioms: [propext, Classical.choice, Quot.sound]
```
